# For light from vacuum on a medium with positive ε ≠ μ and εμ ≠ 1, exactly one polarization has a Brewster angle

When light falls from vacuum on a magnetic medium, is there an oblique angle at which nothing is reflected, and for which polarization? We describe the transmitted wave by a real normal wavenumber $q\ge 0$. A Brewster angle is then an angle at which the fields on the two sides match with no reflected wave.

The medium fills a half-space with a flat surface. It is isotropic and lossless, with positive relative permittivity $\varepsilon$ and permeability $\mu$ at the frequency of the light. Media in which both constants are negative are not modelled: there the wave that carries energy away from the surface has $q<0$.

```lean
import Mathlib

open scoped Real

namespace MagneticBrewster
```

## Field matching at the surface

Let $a$ be the angle of incidence, and measure wavenumbers in units of the vacuum wavenumber. The tangential wavenumber $\sin a$ is the same on both sides, so

$$q^2=\varepsilon\mu-\sin^2 a .$$

For s waves, let $r$ and $t$ be the reflected and transmitted electric amplitudes for unit incident amplitude. Continuity of the tangential electric field gives $1+r=t$. The tangential magnetic field is proportional to the normal wavenumber times the electric amplitude, divided by the permeability, so $\cos a\,(1-r)=qt/\mu$. For p waves the same equations hold for magnetic amplitudes, with $\varepsilon$ in place of $\mu$. Both cases read

$$1+r=t,\qquad m\cos a\,(1-r)=qt,$$

with $m=\mu$ for s waves and $m=\varepsilon$ for p waves. In Lean, `c` stands for $\cos a$, not for the speed of light. The passage from Maxwell's equations to these two conditions is made here in prose; the Lean development starts from them.

```lean
/-- Continuity of the tangential fields at the surface, for unit incident amplitude, reflected
amplitude `r` and transmitted amplitude `t`. Here `c` and `q` are the normal wavenumbers in vacuum
and in the medium, and `m` is the permeability for s waves (electric amplitudes) or the
permittivity for p waves (magnetic amplitudes). -/
def Matched (m c q r t : ℝ) : Prop :=
  1 + r = t ∧ m * (c * (1 - r)) = q * t
```

Let $n$ be the other material constant, so that $mn=\varepsilon\mu$; it is not the refractive index. `NoReflection m n a` says that $0<a<\pi/2$ and that the conditions hold with $r=0$ for some $t$ and some real $q\ge0$ with $q^2=mn-\sin^2a$. Normal and grazing incidence are excluded.

```lean
/-- At the oblique angle of incidence `a` the fields match without a reflected wave, the transmitted
wave having a real normal wavenumber `q ≥ 0`. The medium has constants `m` and `n`, of which `m`
enters the matching condition. -/
def NoReflection (m n a : ℝ) : Prop :=
  0 < a ∧ a < π / 2 ∧
    ∃ q t : ℝ, 0 ≤ q ∧ q ^ 2 = m * n - Real.sin a ^ 2 ∧ Matched m (Real.cos a) q 0 t
```

The two polarizations differ only in the order of the constants. For s waves $m=\mu$ and $n=\varepsilon$.

```lean
/-- For positive `ε` and `μ`: `a` is a Brewster angle for s-polarized light on a medium of
permittivity `ε` and permeability `μ`. -/
def SBrewster (ε μ a : ℝ) : Prop := NoReflection μ ε a
```

For p waves $m=\varepsilon$ and $n=\mu$.

```lean
/-- For positive `ε` and `μ`: `a` is a Brewster angle for p-polarized light on a medium of
permittivity `ε` and permeability `μ`. -/
def PBrewster (ε μ a : ℝ) : Prop := NoReflection ε μ a
```

## From the Fresnel amplitude to the angle

Inserting $t=1+r$ into the second condition gives $m\cos a\,(1-r)=q(1+r)$, hence

$$r=\frac{m\cos a-q}{m\cos a+q}.$$

The denominator is positive for $m,\cos a>0$ and $q\ge0$, which `positivity` confirms. The amplitude is therefore fixed by the matching conditions.

```lean
/-- Fresnel formula: for positive `m` and `c` and nonnegative `q`, the matching conditions fix the
reflected amplitude. -/
theorem fresnel_amplitude {m c q r t : ℝ} (hm : 0 < m) (hc : 0 < c) (hq : 0 ≤ q)
    (h : Matched m c q r t) : r = (m * c - q) / (m * c + q) := by
  obtain ⟨h1, h2⟩ := h
  have hpos : 0 < m * c + q := by positivity
  rw [← h1] at h2
  rw [eq_div_iff hpos.ne']
  linear_combination -h2
```

With $r=0$ the conditions reduce to $t=1$ and $m\cos a=q$. Since $q$ is the nonnegative root of $mn-\sin^2a$, this means

$$m\cos a=\sqrt{mn-\sin^2 a},\qquad \sin^2a\le mn .$$

Conversely, if these hold, the square root serves as $q$ and $1$ as $t$. The inequality is stated separately because Lean assigns the value zero to the square root of a negative number.

```lean
/-- `NoReflection m n a` holds exactly when `0 < a < π / 2`, `sin² a ≤ m n` and
`m cos a = √(m n - sin² a)`. -/
theorem noReflection_iff_sqrt (m n a : ℝ) :
    NoReflection m n a ↔ 0 < a ∧ a < π / 2 ∧ Real.sin a ^ 2 ≤ m * n ∧
      m * Real.cos a = √(m * n - Real.sin a ^ 2) := by
  constructor
  · rintro ⟨h0, h1, q, t, hq, hq2, ht, hm⟩
    rw [← ht] at hm
    refine ⟨h0, h1, by nlinarith [sq_nonneg q], ?_⟩
    rw [← hq2, Real.sqrt_sq hq]
    linear_combination hm
  · rintro ⟨h0, h1, hs, h⟩
    exact ⟨h0, h1, _, 1, Real.sqrt_nonneg _, Real.sq_sqrt (by linarith),
      by norm_num, by linear_combination h⟩
```

Squaring $q=m\cos a$ gives $m^2\cos^2a=mn-\sin^2a$. Writing $mn=mn(\sin^2a+\cos^2a)$ and collecting terms,

$$\sin^2a\,(1-mn)=\cos^2a\; m(n-m).$$

For $m>0$ the squaring loses nothing: $m\cos a$ is positive, so it can be taken as $q$ in the reverse direction. The `linear_combination` steps check the algebra, with `sc` supplying $\sin^2a+\cos^2a=1$.

```lean
/-- For `m > 0`, reflection vanishes at an oblique angle `a` exactly when
`sin² a (1 - m n) = cos² a · m (n - m)`. -/
theorem noReflection_iff_balance {m : ℝ} (hm : 0 < m) (n a : ℝ) :
    NoReflection m n a ↔ 0 < a ∧ a < π / 2 ∧
      Real.sin a ^ 2 * (1 - m * n) = Real.cos a ^ 2 * (m * (n - m)) := by
  have sc := Real.sin_sq_add_cos_sq a
  constructor
  · rintro ⟨h0, h1, q, t, hq, hq2, ht, h⟩
    rw [← ht] at h
    have e : q = m * Real.cos a := by linear_combination -h
    rw [e] at hq2
    exact ⟨h0, h1, by linear_combination hq2 - m * n * sc⟩
  · rintro ⟨h0, h1, h⟩
    have hc : 0 < Real.cos a :=
      Real.cos_pos_of_mem_Ioo ⟨by linarith [Real.pi_pos], h1⟩
    -- the transmitted wave has normal wavenumber m cos a
    exact ⟨h0, h1, m * Real.cos a, 1, by positivity,
      by linear_combination h + m * n * sc, by norm_num, by ring⟩
```

If $mn\ne1$, division by $\cos^2a\,(1-mn)$ gives

$$\tan^2a=\frac{m(n-m)}{1-mn}.$$

For p waves on a nonmagnetic medium, $m=\varepsilon\neq1$ and $n=1$, this is the familiar $\tan a=\sqrt{\varepsilon}$. When the right-hand side is positive, the formula gives a test for simulations of Maxwell's equations: for a plane wave of the polarization concerned, falling from vacuum on the flat surface of such a medium, the computed reflection at this angle should vanish up to numerical error.

```lean
/-- Brewster's law for magnetic media: for `m > 0` and `m n ≠ 1`, reflection vanishes at an oblique
angle `a` exactly when `tan² a = m (n - m) / (1 - m n)`. -/
theorem noReflection_iff_tan {m n : ℝ} (hm : 0 < m) (hmn : m * n ≠ 1) (a : ℝ) :
    NoReflection m n a ↔ 0 < a ∧ a < π / 2 ∧
      Real.tan a ^ 2 = m * (n - m) / (1 - m * n) := by
  rw [noReflection_iff_balance hm]
  refine and_congr_right fun h0 => and_congr_right fun h1 => ?_
  have hc : 0 < Real.cos a :=
    Real.cos_pos_of_mem_Ioo ⟨by linarith [Real.pi_pos], h1⟩
  have hd : 1 - m * n ≠ 0 := sub_ne_zero.2 (Ne.symm hmn)
  rw [Real.tan_eq_sin_div_cos, div_pow, div_eq_div_iff (pow_ne_zero 2 hc.ne') hd]
  constructor <;> intro h <;> linear_combination h
```

## Existence, uniqueness and the exchange of ε and μ

An angle in $(0,\pi/2)$ has a positive tangent, so the right-hand side must be positive. Because

$$\frac{m(n-m)}{1-mn}=\frac{m}{(1-mn)^2}\,(n-m)(1-mn)$$

and the first factor is positive, this requires $(n-m)(1-mn)>0$. If that holds, the arctangent of the square root of the right-hand side is a solution. Two solutions have equal squared tangents, hence equal tangents, and the tangent is injective on the interval. In the proof, `key` is the displayed identity, and the three final blocks treat necessity, existence and uniqueness.

```lean
/-- For `m > 0` and `m n ≠ 1`, a zero-reflection angle exists exactly when `n - m` and `1 - m n`
have the same strict sign, and it is then unique. -/
theorem existsUnique_iff {m n : ℝ} (hm : 0 < m) (hmn : m * n ≠ 1) :
    ((∃ a, NoReflection m n a) ↔ 0 < (n - m) * (1 - m * n)) ∧
      ∀ a b, NoReflection m n a → NoReflection m n b → a = b := by
  have hd : 1 - m * n ≠ 0 := sub_ne_zero.2 (Ne.symm hmn)
  have key : m * (n - m) / (1 - m * n) =
      m / (1 - m * n) ^ 2 * ((n - m) * (1 - m * n)) := by
    field_simp
  have hk : 0 < m / (1 - m * n) ^ 2 := by positivity
  refine ⟨⟨?_, fun h => ?_⟩, fun a b ha hb => ?_⟩
  · rintro ⟨a, ha⟩
    obtain ⟨h0, h1, h⟩ := (noReflection_iff_tan hm hmn a).1 ha
    have ht := pow_pos (Real.tan_pos_of_pos_of_lt_pi_div_two h0 h1) 2
    rw [h, key] at ht
    exact (mul_pos_iff_of_pos_left hk).1 ht
  · have hX : 0 < m * (n - m) / (1 - m * n) := by
      rw [key]
      exact mul_pos hk h
    have hpos := Real.arctan_strictMono (Real.sqrt_pos.2 hX)
    rw [Real.arctan_zero] at hpos
    refine ⟨_, (noReflection_iff_tan hm hmn _).2
      ⟨hpos, Real.arctan_lt_pi_div_two _, ?_⟩⟩
    rw [Real.tan_arctan, Real.sq_sqrt hX.le]
  · obtain ⟨a0, a1, ha⟩ := (noReflection_iff_tan hm hmn a).1 ha
    obtain ⟨b0, b1, hb⟩ := (noReflection_iff_tan hm hmn b).1 hb
    -- the tangent is positive and injective on the open quadrant
    have ht : Real.tan a = Real.tan b :=
      (sq_eq_sq₀ (Real.tan_pos_of_pos_of_lt_pi_div_two a0 a1).le
        (Real.tan_pos_of_pos_of_lt_pi_div_two b0 b1).le).1 (ha.trans hb.symm)
    exact Real.tan_inj_of_lt_of_lt_pi_div_two (by linarith) a1 (by linarith) b1 ht
```

The existence criterion is $(\varepsilon-\mu)(1-\varepsilon\mu)>0$ for s waves and $(\mu-\varepsilon)(1-\varepsilon\mu)>0$ for p waves. The two products are opposite numbers, and neither is zero when $\varepsilon\ne\mu$ and $\varepsilon\mu\ne1$. Exactly one of them is positive.

The theorem states this as two alternatives: one polarization has exactly one Brewster angle (`∃!`) and the other has none. By `noReflection_iff_sqrt`, the same holds for the solutions in $0<a<\pi/2$ of the equations $\mu\cos a=\sqrt{\varepsilon\mu-\sin^2a}$ and $\varepsilon\cos a=\sqrt{\varepsilon\mu-\sin^2a}$ with $\sin^2a\le\varepsilon\mu$. The proof names the sign reversal `flip` and splits on the sign of the s-wave product.

```lean
/-- For `ε, μ > 0` with `ε ≠ μ` and `ε μ ≠ 1`, exactly one of the two polarizations has a Brewster
angle, and that angle is unique. -/
theorem exactly_one_polarization {ε μ : ℝ} (hε : 0 < ε) (hμ : 0 < μ) (hne : ε ≠ μ)
    (hprod : ε * μ ≠ 1) :
    ((∃! a, SBrewster ε μ a) ∧ ¬ ∃ a, PBrewster ε μ a) ∨
      ((∃! a, PBrewster ε μ a) ∧ ¬ ∃ a, SBrewster ε μ a) := by
  have hprod' : μ * ε ≠ 1 := by rwa [mul_comm]
  obtain ⟨hs, us⟩ := existsUnique_iff hμ hprod'
  obtain ⟨hp, up⟩ := existsUnique_iff hε hprod
  -- exchanging ε and μ reverses the sign of the existence criterion
  have flip : (μ - ε) * (1 - ε * μ) = -((ε - μ) * (1 - μ * ε)) := by ring
  have hd : (ε - μ) * (1 - μ * ε) ≠ 0 :=
    mul_ne_zero (sub_ne_zero.2 hne) (sub_ne_zero.2 (Ne.symm hprod'))
  rcases lt_or_gt_of_ne hd with h | h
  · right
    obtain ⟨a, ha⟩ := hp.2 (by linarith)
    exact ⟨⟨a, ha, fun b hb => up b a hb ha⟩, fun hex => by linarith [hs.1 hex]⟩
  · left
    obtain ⟨a, ha⟩ := hs.2 h
    exact ⟨⟨a, ha, fun b hb => us b a hb ha⟩, fun hex => by linarith [hp.1 hex]⟩
```

For $\varepsilon\mu>1$ the factor $1-\varepsilon\mu$ is negative. A p-wave angle then exists exactly when $\mu<\varepsilon$, and an s-wave angle exactly when $\varepsilon<\mu$. At $\varepsilon=\mu$ neither exists.

```lean
/-- For `ε, μ > 0` with `ε μ > 1`, a p-polarized Brewster angle exists exactly when `μ < ε`, and an
s-polarized one exactly when `ε < μ`. -/
theorem optically_dense {ε μ : ℝ} (hε : 0 < ε) (hμ : 0 < μ) (hprod : 1 < ε * μ) :
    ((∃ a, PBrewster ε μ a) ↔ μ < ε) ∧ ((∃ a, SBrewster ε μ a) ↔ ε < μ) := by
  have hprod' : 1 < μ * ε := by rwa [mul_comm]
  have hp := (existsUnique_iff hε hprod.ne').1
  have hs := (existsUnique_iff hμ hprod'.ne').1
  refine ⟨hp.trans ⟨fun h => ?_, fun h => ?_⟩, hs.trans ⟨fun h => ?_, fun h => ?_⟩⟩
  · by_contra hc
    nlinarith [mul_nonneg (sub_nonneg.2 (not_lt.1 hc)) (sub_pos.2 hprod).le]
  · nlinarith [mul_pos (sub_pos.2 h) (sub_pos.2 hprod)]
  · by_contra hc
    nlinarith [mul_nonneg (sub_nonneg.2 (not_lt.1 hc)) (sub_pos.2 hprod').le]
  · nlinarith [mul_pos (sub_pos.2 h) (sub_pos.2 hprod')]
```

## Counter-examples at ε = μ and εμ = 1

Take $\varepsilon=\mu=2$. The balance equation becomes $-3\sin^2a=0$ for both polarizations, which no oblique angle satisfies. So $\varepsilon\mu\ne1$ alone does not secure a Brewster angle for positive constants.

Take $\varepsilon=2$ and $\mu=1/2$. The left side of the balance equation vanishes, while the right side is $\cos^2a\;m(n-m)\ne0$ for both polarizations. So $\varepsilon\ne\mu$ alone does not secure one either.

In general, suppose a zero-reflection angle exists. If $n=m$, then $\sin^2a\,(1-mn)=0$ forces $mn=1$; if $mn=1$, then $\cos^2a\;m(n-m)=0$ forces $n=m$. Either way $m^2=1$, and $m>0$ leaves $m=n=1$. The medium then has the constants of vacuum, and there is no optical boundary to reflect from.

```lean
/-- If `m > 0` and either `n = m` or `m n = 1`, a zero-reflection angle exists only when both
constants equal one. -/
theorem excluded_cases {m n a : ℝ} (hm : 0 < m) (hdeg : n = m ∨ m * n = 1)
    (h : NoReflection m n a) : m = 1 ∧ n = 1 := by
  obtain ⟨h0, h1, hb⟩ := (noReflection_iff_balance hm n a).1 h
  have hs : 0 < Real.sin a := Real.sin_pos_of_pos_of_lt_pi h0 (by linarith [Real.pi_pos])
  have hc : 0 < Real.cos a :=
    Real.cos_pos_of_mem_Ioo ⟨by linarith [Real.pi_pos], h1⟩
  -- either degeneracy forces the other one
  have both : n = m ∧ m * n = 1 := by
    rcases hdeg with e | e
    · have hz : Real.sin a ^ 2 * (1 - m * n) = 0 := by rw [hb, e]; ring
      have := (mul_eq_zero.1 hz).resolve_left (pow_ne_zero 2 hs.ne')
      exact ⟨e, by linarith⟩
    · have hz : (Real.cos a ^ 2 * m) * (n - m) = 0 := by
        linear_combination -hb - Real.sin a ^ 2 * e
      have := (mul_eq_zero.1 hz).resolve_left (by positivity)
      exact ⟨by linarith, e⟩
  obtain ⟨e, e'⟩ := both
  rw [e] at e'
  have m1 : m = 1 := by nlinarith
  exact ⟨m1, e.trans m1⟩

end MagneticBrewster
```

```lean
#print axioms MagneticBrewster.noReflection_iff_sqrt
-- 'MagneticBrewster.noReflection_iff_sqrt' depends on axioms: [propext, Classical.choice, Quot.sound]
#print axioms MagneticBrewster.exactly_one_polarization
-- 'MagneticBrewster.exactly_one_polarization' depends on axioms: [propext, Classical.choice, Quot.sound]
#print axioms MagneticBrewster.optically_dense
-- 'MagneticBrewster.optically_dense' depends on axioms: [propext, Classical.choice, Quot.sound]
#print axioms MagneticBrewster.excluded_cases
-- 'MagneticBrewster.excluded_cases' depends on axioms: [propext, Classical.choice, Quot.sound]
```
